# Transverse-momentum integral of planar-barrier tunnelling: closed form, Simmons asymptotics and cone width

For a barrier of width $d>0$ and decay constant $\kappa>0$ at normal incidence, give transverse wave number $q$ the weight $W(q)=q\,e^{-2d\,s(q)}$ with $s(q)=\sqrt{\kappa^2+q^2}$. If each channel transmits exactly $e^{-2d\,s(q)}$ and all $q\ge0$ contribute, the transmission per area and spin at one energy, $T$, and the weighted mean $\langle q^2\rangle=\int_0^\infty q^2W\,dq/\int_0^\infty W\,dq$ are

$$T=\frac1{2\pi}\int_0^\infty W\,dq=\frac{e^{-2\kappa d}(2\kappa d+1)}{8\pi d^2},\qquad \langle q^2\rangle=\frac{\kappa}{d}+\frac1{d^2}+\frac1{2d^2(2\kappa d+1)}.$$

With $S=\kappa e^{-2\kappa d}/(4\pi d)$, the leading thick-barrier form of Simmons' low-bias conductance per area and spin in units of the one-spin conductance quantum, one has $T/S=1+1/(2\kappa d)$ exactly. At fixed $\kappa$, $T/S\to1$ and $d\langle q^2\rangle\to\kappa$ as $d\to\infty$.

## Transverse sums in junction codes

A Landauer code for a planar junction sums channel transmissions over the conserved transverse wave vector, and for an isotropic integrand $\int d^2q/(2\pi)^2=\frac1{2\pi}\int q\,dq$. The model postulates the transmission $e^{-2ds(q)}$ per channel, with prefactor one. This is the exponential attenuation of a non-interacting electron of mass $m$ and energy $E$ under a flat barrier of height $V$, where $\kappa^2=2m(V-E)/\hbar^2$. For this single-energy, parabolic-band model $T$ is a reference value for the transverse quadrature, and $\sqrt{\kappa/d}$ is the scale that the mesh must resolve when $\kappa d$ is large. The concentration of $W$ at small $q$ is the tunnelling cone.

Take $\kappa=1$ and $d=5$ in reciprocal units, so $2\kappa d=10$ and $e^{-10}\approx4.540\times10^{-5}$. Then $T=11e^{-10}/(200\pi)\approx7.95\times10^{-7}$, $S=e^{-10}/(20\pi)\approx7.23\times10^{-7}$ and $T/S=1.1$. Also $\langle q^2\rangle=0.2+0.04+1/550\approx0.2418$, so $d\langle q^2\rangle\approx1.21$, still 21% above $\kappa$.

## Substituting the decay constant

From $s^2=\kappa^2+q^2$ follows $ds/dq=q/s$, that is $q\,dq=s\,ds$, and $s$ runs from $\kappa$ to infinity. If $G'(s)=s\,g(s)$ and $G\to0$ at infinity, then $\int_0^\infty q\,g(s(q))\,dq=-G(\kappa)$. Both antiderivatives needed have the form $G=Pe^{-2ds}$ with a cubic $P=c_3s^3+c_2s^2+c_1s+c_0$, for which $G'=(P'-2dP)e^{-2ds}$ and $G\to0$.

For $\int W$ take $g=e^{-2ds}$ and solve $P'-2dP=s$. This gives $c_3=c_2=0$, $c_1=-1/(2d)$, $c_0=c_1/(2d)=-1/(4d^2)$, so

$$\int_0^\infty W\,dq=e^{-2\kappa d}\left(\frac{\kappa}{2d}+\frac1{4d^2}\right)=\frac{e^{-2\kappa d}(2\kappa d+1)}{4d^2}.$$

For $\int q^2W$ use $q^2=s^2-\kappa^2$, so $g=(s^2-\kappa^2)e^{-2ds}$ and $P'-2dP=s^3-\kappa^2s$. Matching powers gives $c_3=-1/(2d)$, $c_2=3c_3/(2d)=-3/(4d^2)$, $c_1=(2c_2+\kappa^2)/(2d)=-3/(4d^3)+\kappa^2/(2d)$ and $c_0=c_1/(2d)=-3/(8d^4)+\kappa^2/(4d^2)$. At $s=\kappa$ the $\kappa^3$ terms cancel:

$$\int_0^\infty q^2W\,dq=e^{-2\kappa d}\left(\frac{\kappa^2}{2d^2}+\frac{3\kappa}{4d^3}+\frac{3}{8d^4}\right)=\frac{e^{-2\kappa d}(4\kappa^2d^2+6\kappa d+3)}{8d^4}.$$

Dividing the first integral by $2\pi$ gives $T$, and $T/S=(2\kappa d+1)/(2\kappa d)$. With $x=2\kappa d$ the ratio of the integrals is $(x^2+3x+3)/(2d^2(x+1))$, and $x^2+3x+3=(x+1)(x+2)+1$ splits it into the three terms of $\langle q^2\rangle$. Multiplying by $d$ leaves $\kappa+1/d+1/(2d(2\kappa d+1))$, which tends to $\kappa$.

```lean
import Mathlib

open Real Filter Topology Set MeasureTheory

namespace TunnellingCone

noncomputable section

/-- Decay constant `√(κ² + q²)` in the barrier for transverse wave number `q`. -/
def decay (κ q : ℝ) : ℝ := √(κ ^ 2 + q ^ 2)

/-- Tunnelling weight `W(q) = q exp(-2 d √(κ² + q²))` for barrier width `d`. -/
def weight (κ d q : ℝ) : ℝ := q * exp (-(2 * d * decay κ q))

/-- Transmission per unit area and spin, `(1/2π) ∫_{q>0} W(q) dq`. -/
def transmission (κ d : ℝ) : ℝ := 1 / (2 * π) * ∫ q in Ioi (0 : ℝ), weight κ d q

/-- Simmons' per-spin expression `κ exp(-2κd) / (4π d)`. -/
def simmons (κ d : ℝ) : ℝ := κ * exp (-(2 * d * κ)) / (4 * π * d)

/-- The `W`-weighted mean of the squared transverse wave number. -/
def meanSq (κ d : ℝ) : ℝ :=
  (∫ q in Ioi (0 : ℝ), q ^ 2 * weight κ d q) / ∫ q in Ioi (0 : ℝ), weight κ d q

/-- Substitution `s = √(κ² + q²)`: if `G' (s) = s g(s)`, `g ≥ 0` on `s ≥ κ` and `G` vanishes
at infinity, then `q g(s(q))` is integrable over `q > 0` with integral `-G(κ)`. -/
theorem radial_integral {κ : ℝ} (hκ : 0 < κ) (G g : ℝ → ℝ)
    (hG : ∀ s, HasDerivAt G (s * g s) s) (hlim : Tendsto G atTop (𝓝 0))
    (hg : ∀ s, κ ≤ s → 0 ≤ g s) :
    IntegrableOn (fun q => q * g (decay κ q)) (Ioi 0) ∧
      ∫ q in Ioi (0 : ℝ), q * g (decay κ q) = -G κ := by
  have hκs : ∀ q, κ ≤ decay κ q := fun q =>
    (le_abs_self κ).trans (Real.abs_le_sqrt (by nlinarith [sq_nonneg q]))
  have hqs : ∀ q, q ≤ decay κ q := fun q =>
    (le_abs_self q).trans (Real.abs_le_sqrt (by nlinarith [sq_nonneg κ]))
  -- ds/dq = q/s
  have hdec : ∀ q, HasDerivAt (decay κ) (2 * q / (2 * decay κ q)) q := fun q => by
    have h1 : HasDerivAt (fun q : ℝ => κ ^ 2 + q ^ 2) (2 * q) q :=
      ((hasDerivAt_pow 2 q).const_add (κ ^ 2)).congr_deriv (by norm_num)
    exact h1.sqrt (by positivity)
  have hder : ∀ q ∈ Ici (0 : ℝ), HasDerivAt (G ∘ decay κ) (q * g (decay κ q)) q := by
    intro q _
    have hs : decay κ q ≠ 0 := (hκ.trans_le (hκs q)).ne'
    exact ((hG (decay κ q)).comp q (hdec q)).congr_deriv (by field_simp)
  have hpos : ∀ q ∈ Ioi (0 : ℝ), 0 ≤ q * g (decay κ q) := fun q hq =>
    mul_nonneg (le_of_lt hq) (hg _ (hκs q))
  have htop : Tendsto (G ∘ decay κ) atTop (𝓝 0) :=
    hlim.comp (tendsto_atTop_mono hqs tendsto_id)
  have h0 : decay κ 0 = κ := by simp [decay, Real.sqrt_sq hκ.le]
  refine ⟨integrableOn_Ioi_deriv_of_nonneg' hder hpos htop, ?_⟩
  rw [integral_Ioi_of_hasDerivAt_of_nonneg' hder hpos htop]
  simp [h0]

/-- A cubic polynomial times `exp(-2 d s)` has the stated derivative and, for `d > 0`,
vanishes as `s → ∞`. -/
theorem cubic_exp {d : ℝ} (hd : 0 < d) (c₃ c₂ c₁ c₀ : ℝ) :
    (∀ s, HasDerivAt (fun s => (c₃ * s ^ 3 + c₂ * s ^ 2 + c₁ * s + c₀) * exp (-(2 * d * s)))
      ((3 * c₃ * s ^ 2 + 2 * c₂ * s + c₁ - 2 * d * (c₃ * s ^ 3 + c₂ * s ^ 2 + c₁ * s + c₀))
        * exp (-(2 * d * s))) s) ∧
    Tendsto (fun s => (c₃ * s ^ 3 + c₂ * s ^ 2 + c₁ * s + c₀) * exp (-(2 * d * s)))
      atTop (𝓝 0) := by
  constructor
  · intro s
    have hp : HasDerivAt (fun s : ℝ => c₃ * s ^ 3 + c₂ * s ^ 2 + c₁ * s + c₀)
        (3 * c₃ * s ^ 2 + 2 * c₂ * s + c₁) s :=
      (((((hasDerivAt_pow 3 s).const_mul c₃).fun_add
        ((hasDerivAt_pow 2 s).const_mul c₂)).fun_add
        ((hasDerivAt_id' s).const_mul c₁)).add_const c₀).congr_deriv
        (by ring1)
    have he : HasDerivAt (fun s : ℝ => exp (-(2 * d * s)))
        (exp (-(2 * d * s)) * -(2 * d * 1)) s :=
      ((hasDerivAt_id' s).const_mul (2 * d)).fun_neg.exp
    exact (hp.fun_mul he).congr_deriv (by ring)
  · have h2d : 0 < 2 * d := by positivity
    have h : ∀ n : ℕ, Tendsto (fun s : ℝ => s ^ n * exp (-(2 * d * s))) atTop (𝓝 0) := by
      intro n
      have h1 : Tendsto (fun s : ℝ => (2 * d * s) ^ n * exp (-(2 * d * s))) atTop (𝓝 0) :=
        (Real.tendsto_pow_mul_exp_neg_atTop_nhds_zero n).comp (tendsto_id.const_mul_atTop h2d)
      have h2 := h1.const_mul ((2 * d) ^ n)⁻¹
      rw [mul_zero] at h2
      refine h2.congr fun s => ?_
      rw [mul_pow (2 * d) s, mul_assoc ((2 * d) ^ n),
        inv_mul_cancel_left₀ (pow_pos h2d n).ne']
    have h3 := ((((h 3).const_mul c₃).add ((h 2).const_mul c₂)).add
      ((h 1).const_mul c₁)).add ((h 0).const_mul c₀)
    simp only [mul_zero, add_zero] at h3
    exact h3.congr fun s => by ring

/-- The weight `W` is integrable over `q > 0`, with integral `e^{-2κd} (2κd + 1) / (4d²)`. -/
theorem integral_weight {κ d : ℝ} (hκ : 0 < κ) (hd : 0 < d) :
    IntegrableOn (weight κ d) (Ioi 0) ∧
      ∫ q in Ioi (0 : ℝ), weight κ d q = exp (-(2 * d * κ)) * (2 * κ * d + 1) / (4 * d ^ 2) := by
  obtain ⟨hder, hlim⟩ := cubic_exp hd 0 0 (-1 / (2 * d)) (-1 / (4 * d ^ 2))
  obtain ⟨hint, hval⟩ := radial_integral hκ _ (fun s => exp (-(2 * d * s)))
    (fun s => (hder s).congr_deriv (by field_simp; ring)) hlim
    (fun s _ => (exp_pos _).le)
  refine ⟨hint, hval.trans ?_⟩
  field_simp
  ring

/-- `q² W` is integrable over `q > 0`, with integral
`e^{-2κd} (4κ²d² + 6κd + 3) / (8d⁴)`. -/
theorem integral_sq_weight {κ d : ℝ} (hκ : 0 < κ) (hd : 0 < d) :
    IntegrableOn (fun q => q ^ 2 * weight κ d q) (Ioi 0) ∧
      ∫ q in Ioi (0 : ℝ), q ^ 2 * weight κ d q
        = exp (-(2 * d * κ)) * (4 * κ ^ 2 * d ^ 2 + 6 * κ * d + 3) / (8 * d ^ 4) := by
  obtain ⟨hder, hlim⟩ := cubic_exp hd (-1 / (2 * d)) (-3 / (4 * d ^ 2))
    (-6 / (8 * d ^ 3) + κ ^ 2 / (2 * d)) (-6 / (16 * d ^ 4) + κ ^ 2 / (4 * d ^ 2))
  obtain ⟨hint, hval⟩ := radial_integral hκ _ (fun s => (s ^ 2 - κ ^ 2) * exp (-(2 * d * s)))
    (fun s => (hder s).congr_deriv (by field_simp; ring)) hlim
    (fun s hs => mul_nonneg (by nlinarith) (exp_pos _).le)
  -- q² = s² - κ²
  have e : (fun q => q ^ 2 * weight κ d q)
      = fun q => q * ((decay κ q ^ 2 - κ ^ 2) * exp (-(2 * d * decay κ q))) := by
    funext q
    have hs : decay κ q ^ 2 = κ ^ 2 + q ^ 2 := Real.sq_sqrt (by positivity)
    rw [hs, weight]
    ring
  rw [e]
  refine ⟨hint, hval.trans ?_⟩
  field_simp
  ring

/-- The transmission per unit area and spin equals `e^{-2κd} (2κd + 1) / (8π d²)`. -/
theorem transmission_eq {κ d : ℝ} (hκ : 0 < κ) (hd : 0 < d) :
    transmission κ d = exp (-(2 * d * κ)) * (2 * κ * d + 1) / (8 * π * d ^ 2) := by
  rw [transmission, (integral_weight hκ hd).2]
  ring

/-- The ratio of the transmission to Simmons' expression is exactly `1 + 1/(2κd)`. -/
theorem transmission_div_simmons {κ d : ℝ} (hκ : 0 < κ) (hd : 0 < d) :
    transmission κ d / simmons κ d = 1 + 1 / (2 * κ * d) := by
  have hπ := pi_pos
  have he := exp_pos (-(2 * d * κ))
  rw [transmission_eq hκ hd, simmons]
  generalize exp (-(2 * d * κ)) = E at he
  field

/-- The ratio of the transmission to Simmons' expression tends to one as `d → ∞`. -/
theorem transmission_asymptotic {κ : ℝ} (hκ : 0 < κ) :
    Tendsto (fun d => transmission κ d / simmons κ d) atTop (𝓝 1) := by
  have h : Tendsto (fun d : ℝ => 1 + (2 * κ)⁻¹ * d⁻¹) atTop (𝓝 (1 + (2 * κ)⁻¹ * 0)) :=
    tendsto_const_nhds.add (tendsto_inv_atTop_zero.const_mul _)
  rw [mul_zero, add_zero] at h
  refine h.congr' ?_
  filter_upwards [eventually_gt_atTop 0] with d hd
  rw [transmission_div_simmons hκ hd]
  field_simp

/-- The `W`-weighted mean of `q²` equals `κ/d + 1/d² + 1/(2d²(2κd + 1))`. -/
theorem meanSq_eq {κ d : ℝ} (hκ : 0 < κ) (hd : 0 < d) :
    meanSq κ d = κ / d + 1 / d ^ 2 + 1 / (2 * d ^ 2 * (2 * κ * d + 1)) := by
  have he := exp_pos (-(2 * d * κ))
  have hx : 0 < 2 * κ * d + 1 := by positivity
  rw [meanSq, (integral_weight hκ hd).2, (integral_sq_weight hκ hd).2]
  generalize exp (-(2 * d * κ)) = E at he
  field

/-- Tunnelling cone: `d` times the `W`-weighted mean of `q²` tends to `κ` as `d → ∞`. -/
theorem tunnelling_cone {κ : ℝ} (hκ : 0 < κ) :
    Tendsto (fun d => d * meanSq κ d) atTop (𝓝 κ) := by
  have h2κ : 0 < 2 * κ := by positivity
  have h1 : Tendsto (fun d : ℝ => d⁻¹) atTop (𝓝 0) := tendsto_inv_atTop_zero
  have h2 : Tendsto (fun d : ℝ => (2 * κ * d + 1)⁻¹) atTop (𝓝 0) :=
    tendsto_inv_atTop_zero.comp
      (tendsto_atTop_add_const_right _ 1 (tendsto_id.const_mul_atTop h2κ))
  have h : Tendsto (fun d : ℝ => κ + d⁻¹ + 1 / 2 * (d⁻¹ * (2 * κ * d + 1)⁻¹)) atTop
      (𝓝 (κ + 0 + 1 / 2 * (0 * 0))) :=
    (tendsto_const_nhds.add h1).add ((h1.mul h2).const_mul _)
  simp only [mul_zero, add_zero] at h
  refine h.congr' ?_
  filter_upwards [eventually_gt_atTop 0] with d hd
  have hx : 0 < 2 * κ * d + 1 := by positivity
  rw [meanSq_eq hκ hd]
  generalize 2 * κ * d + 1 = X at hx
  field

end

end TunnellingCone
```

```lean
#print axioms TunnellingCone.transmission_asymptotic
#print axioms TunnellingCone.tunnelling_cone
```

```
'TunnellingCone.transmission_asymptotic' depends on axioms: [propext, Classical.choice, Quot.sound]
'TunnellingCone.tunnelling_cone' depends on axioms: [propext, Classical.choice, Quot.sound]
```

## Lean objects and their physical content

`decay`, `weight`, `transmission`, `simmons` and `meanSq` are $s$, $W$, $T$, $S$ and $\langle q^2\rangle$ as functions of real numbers `κ`, `d` and `q` in any consistent length unit; the exponent is written `2 * d * κ`. `Ioi (0 : ℝ)` is the half-line $q>0$ with Lebesgue measure. The hypotheses `hκ` and `hd` say that the energy lies below the barrier top and that the width is positive. Lean assigns the value zero to the integral of a non-integrable function, so `integral_weight` and `integral_sq_weight` state `IntegrableOn` alongside the values. `transmission_eq`, `transmission_div_simmons` and `meanSq_eq` are the exact identities for every positive `κ` and `d`. `transmission_asymptotic` and `tunnelling_cone` use `Tendsto` along `atTop` in `d`, with `κ` held fixed.

## From the substitution to the tactics

`radial_integral` is the substitution. It requires in addition $g\ge0$ for $s\ge\kappa$ (`hg`). There `hdec` is $ds/dq=q/s$, `hder` is the chain rule for `G ∘ decay κ`, and `htop` uses $q\le s(q)$ to send $G(s(q))$ to zero. Since the derivative is nonnegative (`hpos`), the half-line fundamental theorem gives integrability by `integrableOn_Ioi_deriv_of_nonneg'` and the value by `integral_Ioi_of_hasDerivAt_of_nonneg'`, with `h0` supplying $s(0)=\kappa$. `cubic_exp` proves the product rule for $Pe^{-2ds}$ and its decay, by rescaling $u^ne^{-u}\to0$ with $u=2ds$. The two integral theorems pass it the coefficients found above, and `field_simp; ring` confirms the power matching; `e` is the step $q^2=s^2-\kappa^2$. In the two quotients the exponential is replaced by a positive number `E`, which `field` cancels. Each limit in `d` is first proved for an expression built from inverses such as `d⁻¹`, and `filter_upwards` identifies it with the target for $d>0$.

## Reach of the model

The channel transmission is a definition and is not derived from the Schrödinger equation, so interface matching prefactors, electrode band structure and barrier shape are absent. The factor $1/(2\pi)$ is likewise part of the definition of `transmission`. The integral has no upper cutoff, whereas a real electrode supplies propagating channels only up to a finite $q$. `simmons` is the zero-bias, single-energy expression written above; finite bias, temperature and image-force lowering do not enter. The geometry is planar, so a curved STM tip is not described. No bound is given on mesh or floating-point error.

One limiting case lies beyond the theorems, which require $\kappa>0$, and is only read off the closed forms. As $\kappa\to0$ at fixed $d$ they give $T\to1/(8\pi d^2)$ and $\langle q^2\rangle\to3/(2d^2)$, matching the direct integrals of $q\,e^{-2dq}$ and $q^3e^{-2dq}$, while $S\to0$. Simmons' expression therefore approximates $T$ only when $2\kappa d$ is large, in line with the exact ratio.
